# Four-state differences are independent of the environment exactly when an Ising energy has at most pair terms

## Environments as full configurations

A four-state difference compares four settings of two spins while all the others are held fixed. These other spins form the environment of the pair, and they have to be represented somehow. Here an environment is given by a complete configuration $s$ of all $n$ spins, whose entries at the two chosen sites are overwritten. What $s$ says at those two sites has no effect.

Let $\sigma_k=\pm1$ be the value of spin $k$ in $s$, and let $E$ be any real function of the configuration. For two sites $i<j$ put

$$D_{ij}E(s)=E(+,+)+E(-,-)-E(+,-)-E(-,+),$$

where the first sign belongs to spin $i$, the second to spin $j$, and the remaining spins are taken from $s$.

In electronic-structure work, the four-state method obtains a magnetic coupling from total energies combined in this way. For an energy that is a function of finitely many classical Ising spins, the result below says when the couplings so obtained for all pairs are the same in every environment. It does not decide the question for one pair alone.

## The statement

The following are equivalent:

1. For every pair $i<j$, $D_{ij}E(s)$ has the same value for all $s$.
2. There are real numbers $c$, $h_k$ and $J_{kl}$ such that, for all $s$,

$$E(s)=c+\sum_k h_k\sigma_k+\sum_{k<l}J_{kl}\sigma_k\sigma_l .$$

Each bond is counted once and enters with a plus sign, so a positive $J_{kl}$ favours antiparallel spins. The spin length is absorbed into the coefficients.

For $n\le 2$ no pair has any other spins around it, so condition 1 always holds, and every energy has the form in condition 2.

## From pair terms to constant differences

The operation $D_{ij}$ is linear in the energy, so it can be applied term by term.

- A constant gives $1+1-1-1=0$ times its value.
- A single spin $\sigma_k$ gives $0$. For $k=i$ the sum is $1-1-1+1$, for $k=j$ it is $1-1+1-1$, and for any other $k$ four equal values cancel.
- The product $\sigma_i\sigma_j$ gives $1+1+1+1=4$.
- A product $\sigma_k\sigma_l$ on another bond contains at most one of the two chosen spins. Its other factor is fixed, so the single-spin result gives $0$.

Hence $D_{ij}E(s)=4J_{ij}$ for every $s$. This proves that condition 2 implies condition 1, and it shows that the coupling is one quarter of the measured difference.

## From constant differences to pair terms

Suppose that condition 1 holds. Define $J_{ij}=D_{ij}E/4$ for $i<j$, measured with all other spins up, and subtract the pair terms:

$$G(s)=E(s)-\sum_{k<l}J_{kl}\sigma_k\sigma_l .$$

By the previous calculation, $D_{ij}G(s)=D_{ij}E(s)-4J_{ij}=0$ for every $s$.

Let $\Delta_iG(s)$ be the energy $G$ with spin $i$ up minus that with spin $i$ down, the other spins being taken from $s$. Taking the difference again in spin $j\ne i$ gives

$$\Delta_j\Delta_iG=G(+,+)-G(-,+)-G(+,-)+G(-,-)=D_{ij}G=0 .$$

For $j<i$ the same holds, because exchanging the two sites only exchanges the two subtracted terms. For $j=i$ the result is also zero, since $\Delta_iG$ does not depend on spin $i$. So no single flip changes $\Delta_iG$. Any configuration can be turned into any other one spin at a time, and therefore $\Delta_iG$ is a constant, which we call $2h_i$.

Now consider $G-\sum_kh_k\sigma_k$. Its difference in spin $i$ is $2h_i-h_i(1-(-1))=0$ for each $i$. By the same argument it is a constant $c$, and adding back the subtracted terms gives condition 2.

## A three-spin term caught by hand

Take spins $0,1,2$ in an applied magnetic field, which allows terms that change sign when all spins are reversed, and let

$$E=\sigma_0+2\sigma_0\sigma_1+\tfrac12\sigma_0\sigma_1\sigma_2 .$$

| $\sigma_2$ | $E(+,+)$ | $E(-,-)$ | $E(+,-)$ | $E(-,+)$ | $D_{01}E$ |
|---|---|---|---|---|---|
| $+1$ | $3.5$ | $1.5$ | $-1.5$ | $-3.5$ | $10$ |
| $-1$ | $2.5$ | $0.5$ | $-0.5$ | $-2.5$ | $6$ |

Dividing by four gives apparent couplings of $2.5$ and $1.5$, although the pair coefficient is $2$. In general, a term $K\sigma_i\sigma_j\sigma_k$ on three different sites contributes $4K\sigma_k$ to $D_{ij}E$. Here that is $\pm2$ around the pair value $8$.

## The Lean file

```lean
import Mathlib

open Finset

namespace FourStateEnvironmentTest

noncomputable section

variable {n : ℕ}

/-- The value +1 or -1 of an Ising spin. -/
def spin : Bool → ℝ
  | true => 1
  | false => -1

/-- The configuration `s` with spin `i` set to `a` and spin `j` set to `b`. -/
def setPair (s : Fin n → Bool) (i j : Fin n) (a b : Bool) : Fin n → Bool :=
  Function.update (Function.update s j b) i a

/-- The four-state difference E(+,+) + E(-,-) - E(+,-) - E(-,+) in spins `i` and `j`,
with all other spins taken from `s`. -/
def fourState (E : (Fin n → Bool) → ℝ) (i j : Fin n) (s : Fin n → Bool) : ℝ :=
  E (setPair s i j true true) + E (setPair s i j false false)
    - E (setPair s i j true false) - E (setPair s i j false true)

/-- The energy with spin `i` up minus the energy with spin `i` down. -/
def flipDiff (E : (Fin n → Bool) → ℝ) (i : Fin n) (s : Fin n → Bool) : ℝ :=
  E (Function.update s i true) - E (Function.update s i false)

/-- The Ising energy with constant `c`, single-spin coefficients `h` and pair couplings `J`,
each pair being counted once. -/
def pairModel (c : ℝ) (h : Fin n → ℝ) (J : Fin n → Fin n → ℝ) (s : Fin n → Bool) : ℝ :=
  c + ∑ k, h k * spin (s k) + ∑ k, ∑ l ∈ Ioi k, J k l * (spin (s k) * spin (s l))

/-- A single-spin term has zero four-state difference. -/
theorem fourState_spin (i j k : Fin n) (s : Fin n → Bool) :
    fourState (fun t => spin (t k)) i j s = 0 := by
  simp only [fourState, setPair, Function.update_apply]
  split_ifs <;> ring

/-- The four-state difference of a product of two spins is 4 on the matching pair and 0 on
every other pair. -/
theorem fourState_spin_mul {i j k l : Fin n} (hij : i < j) (hkl : k < l)
    (s : Fin n → Bool) :
    fourState (fun t => spin (t k) * spin (t l)) i j s = if k = i ∧ l = j then 4 else 0 := by
  have h1 : (i : ℕ) < j := hij
  have h2 : (k : ℕ) < l := hkl
  simp only [fourState, setPair, Function.update_apply, Fin.ext_iff]
  split_ifs <;> first
    | (exfalso; omega)
    | ring1
    | (simp only [spin]; ring1)

/-- In a model with at most pair terms, the four-state difference of a pair is four times
its coupling, in every environment. -/
theorem fourState_pairModel (c : ℝ) (h : Fin n → ℝ) (J : Fin n → Fin n → ℝ)
    {i j : Fin n} (hij : i < j) (s : Fin n → Bool) :
    fourState (pairModel c h J) i j s = 4 * J i j := by
  -- the four-state difference is linear in the energy
  have lin : fourState (pairModel c h J) i j s =
      ∑ k, h k * fourState (fun t => spin (t k)) i j s +
      ∑ k, ∑ l ∈ Ioi k, J k l * fourState (fun t => spin (t k) * spin (t l)) i j s := by
    simp only [fourState, pairModel, mul_add, mul_sub, sum_add_distrib, sum_sub_distrib]
    ring
  have h1 : ∑ k, h k * fourState (fun t => spin (t k)) i j s = 0 :=
    sum_eq_zero fun k _ => by rw [fourState_spin, mul_zero]
  rw [lin, h1, zero_add]
  -- only the bond (i, j) survives
  refine (sum_eq_single i ?_ ?_).trans ((sum_eq_single j ?_ ?_).trans ?_)
  · intro k _ hk
    exact sum_eq_zero fun l hl => by
      rw [fourState_spin_mul hij (mem_Ioi.mp hl), if_neg (fun h => hk h.1), mul_zero]
  · intro hi
    exact absurd (mem_univ i) hi
  · intro l hl hlj
    rw [fourState_spin_mul hij (mem_Ioi.mp hl), if_neg (fun h => hlj h.2), mul_zero]
  · intro hj
    exact absurd (mem_Ioi.mpr hij) hj
  · rw [fourState_spin_mul hij hij, if_pos ⟨rfl, rfl⟩]
    ring

/-- An energy that no single spin flip changes is the same for all configurations. -/
theorem constant_of_flipDiff_zero {G : (Fin n → Bool) → ℝ}
    (hG : ∀ i s, flipDiff G i s = 0) (s t : Fin n → Bool) : G s = G t := by
  have key : ∀ u a b, G (Function.update u a b) = G u := by
    intro u a b
    have h1 : G (Function.update u a true) - G (Function.update u a false) = 0 := hG a u
    have all : ∀ b c, G (Function.update u a b) = G (Function.update u a c) := by
      intro b c
      cases b <;> cases c <;> linarith
    calc G (Function.update u a b) = G (Function.update u a (u a)) := all b (u a)
      _ = G u := by rw [Function.update_eq_self]
  -- turn t into s one spin at a time
  have step : ∀ S : Finset (Fin n), G (fun k => if k ∈ S then s k else t k) = G t := by
    intro S
    induction S using Finset.induction_on with
    | empty => simp
    | insert a S ha ih =>
      have e : (fun k => if k ∈ insert a S then s k else t k) =
          Function.update (fun k => if k ∈ S then s k else t k) a (s a) := by
        funext k
        by_cases hk : k = a
        · subst hk
          simp
        · simp [hk]
      rw [e, key, ih]
  simpa using step Finset.univ

/-- If the energy difference of each single flip is independent of the configuration, the
energy is a constant plus single-spin terms. -/
theorem single_spin_form {F : (Fin n → Bool) → ℝ}
    (hF : ∀ i s t, flipDiff F i s = flipDiff F i t) :
    ∃ (c : ℝ) (h : Fin n → ℝ), ∀ s, F s = c + ∑ k, h k * spin (s k) := by
  let up : Fin n → Bool := fun _ => true
  let h : Fin n → ℝ := fun k => flipDiff F k up / 2
  have field : ∀ i s, ∑ k, h k * spin (Function.update s i true k)
      - ∑ k, h k * spin (Function.update s i false k) = 2 * h i := by
    intro i s
    rw [← sum_sub_distrib]
    refine (sum_eq_single i ?_ ?_).trans ?_
    · intro k _ hk
      simp [Function.update_of_ne hk]
    · intro hi
      exact absurd (mem_univ i) hi
    · simp only [Function.update_self, spin]
      ring
  have hz : ∀ i s, flipDiff (fun s => F s - ∑ k, h k * spin (s k)) i s = 0 := by
    intro i s
    have h1 := field i s
    have h2 : flipDiff F i s = 2 * h i := by
      rw [hF i s up]
      simp only [h]
      ring
    simp only [flipDiff] at h2 ⊢
    linarith
  refine ⟨F up - ∑ k, h k * spin (up k), h, fun s => ?_⟩
  have h3 : F s - ∑ k, h k * spin (s k) = F up - ∑ k, h k * spin (up k) :=
    constant_of_flipDiff_zero hz s up
  linarith

/-- Environment test: the four-state differences of all pairs are independent of the other
spins if and only if the energy is a constant plus single-spin and pair terms. -/
theorem environment_test (E : (Fin n → Bool) → ℝ) :
    (∀ i j, i < j → ∀ s t, fourState E i j s = fourState E i j t) ↔
      ∃ (c : ℝ) (h : Fin n → ℝ) (J : Fin n → Fin n → ℝ), ∀ s, E s = pairModel c h J s := by
  constructor
  · intro hE
    let J : Fin n → Fin n → ℝ := fun i j => fourState E i j (fun _ => true) / 4
    -- remove the measured pair couplings
    let G : (Fin n → Bool) → ℝ := fun s => E s - pairModel 0 (fun _ => 0) J s
    have hlt : ∀ i j, i < j → ∀ s, fourState G i j s = 0 := by
      intro i j hij s
      have h1 : fourState G i j s =
          fourState E i j s - fourState (pairModel 0 (fun _ => 0) J) i j s := by
        simp only [fourState, G]
        ring
      rw [h1, fourState_pairModel _ _ _ hij, hE i j hij s (fun _ => true)]
      simp only [J]
      ring
    have hmixed : ∀ i j s, flipDiff (flipDiff G i) j s = 0 := by
      intro i j s
      have h2 : flipDiff (flipDiff G i) j s = fourState G i j s := by
        simp only [fourState, setPair, flipDiff]
        ring
      rcases lt_trichotomy i j with hij | hij | hij
      · rw [h2, hlt i j hij]
      · subst hij
        simp only [flipDiff, Function.update_idem]
        ring
      · have e : ∀ a b, setPair s i j a b = setPair s j i b a := by
          intro a b
          funext k
          by_cases hk : k = i
          · have hkj : k ≠ j := by
              rw [hk]
              exact hij.ne'
            simp only [setPair, Function.update_apply, if_pos hk, if_neg hkj]
          · simp only [setPair, Function.update_apply, if_neg hk]
        have h3 := hlt j i hij s
        rw [h2]
        simp only [fourState, e] at h3 ⊢
        linarith
    obtain ⟨c, h, hG⟩ := single_spin_form (F := G)
      (fun i s t => constant_of_flipDiff_zero (hmixed i) s t)
    refine ⟨c, h, J, fun s => ?_⟩
    have h4 : E s - pairModel 0 (fun _ => 0) J s = c + ∑ k, h k * spin (s k) := hG s
    simp only [pairModel, zero_mul, sum_const_zero, zero_add] at h4 ⊢
    linarith
  · rintro ⟨c, h, J, hE⟩ i j hij s t
    have e : E = pairModel c h J := funext hE
    rw [e, fourState_pairModel _ _ _ hij, fourState_pairModel _ _ _ hij]

/-- For a three-spin term of strength `K`, the four-state difference of two of its spins is
`4 K` times the value of the third. -/
theorem fourState_three_spin (K : ℝ) {i j k : Fin n} (hji : j ≠ i) (hki : k ≠ i)
    (hkj : k ≠ j) (s : Fin n → Bool) :
    fourState (fun t => K * (spin (t i) * spin (t j) * spin (t k))) i j s
      = 4 * K * spin (s k) := by
  simp only [fourState, setPair, Function.update_self, Function.update_of_ne hji,
    Function.update_of_ne hki, Function.update_of_ne hkj, spin]
  ring

end

end FourStateEnvironmentTest
```

```lean
#print axioms FourStateEnvironmentTest.fourState_pairModel
#print axioms FourStateEnvironmentTest.environment_test
#print axioms FourStateEnvironmentTest.fourState_three_spin
```

```
'FourStateEnvironmentTest.fourState_pairModel' depends on axioms: [propext, Classical.choice, Quot.sound]
'FourStateEnvironmentTest.environment_test' depends on axioms: [propext, Classical.choice, Quot.sound]
'FourStateEnvironmentTest.fourState_three_spin' depends on axioms: [propext, Classical.choice, Quot.sound]
```

## Reading the definitions and the theorem

A configuration is a map `Fin n → Bool`, and `spin` turns `true` and `false` into $+1$ and $-1$. The overwriting is done by `setPair`, and `fourState E i j s` is $D_{ij}E(s)$. The single-spin difference $\Delta_iE(s)$ is `flipDiff E i s`. In `pairModel`, the inner sum over `Ioi k` runs over the sites $l>k$, so only the entries of `J` with first index below the second are used.

In `environment_test`, the left side quantifies over all pairs `i < j` and all configurations `s` and `t`. The right side is the existence of `c`, `h` and `J`. Nothing is assumed about `E`: it need not be symmetric under reversal of all spins, and its couplings need not be short-ranged.

The theorem concerns exact equality over all environments. It does not treat numerical noise, a sample of only some environments, spins that can rotate, or moments whose size can vary independently of the signs. If the size is fixed by the configuration, the energy is still a function of the configuration and the theorem applies.

An environment could also be modelled as a map defined only on the sites other than $i$ and $j$. Each environment would then appear once, where now four configurations describe it. The price would be a type that depends on the pair and a step that glues the environment to the two chosen spins. The content of the theorem would be the same.

## How the proof follows the derivation

`fourState_spin` and `fourState_spin_mul` are the term-by-term calculations. The tactic `split_ifs` separates the cases in which sites coincide. In the second lemma, `omega` discards the cases whose conditions on the indices are contradictory, given $i<j$ and $k<l$, and `ring1` does the arithmetic in the others, after `spin` has been unfolded where the values $\pm1$ are needed.

`fourState_pairModel` first establishes linearity in the step `lin`. It then applies `sum_eq_single` twice, once for each index of the double sum, so that only the bond $(i,j)$ remains.

`constant_of_flipDiff_zero` changes one configuration into another. Its induction runs over the set `S` of sites already copied from `s` into `t`; adding a site is one update, which by `key` leaves the energy unchanged. When `S` contains all sites, `t` has become `s`.

`single_spin_form` sets each $h_k$ to half the flip difference measured in the all-up configuration. It shows that subtracting the field terms removes every flip difference, and then applies the previous lemma.

In the forward direction of `environment_test`, `hlt` states that $D_{ij}G=0$ for $i<j$. The step `hmixed` extends this to all $\Delta_j\Delta_iG$ by treating $i<j$, $i=j$ and $j<i$ separately. The constancy lemma is then applied to the function `flipDiff G i`, which supplies the hypothesis of `single_spin_form`. The converse rewrites both four-state differences to $4J_{ij}$.

Finally, `fourState_three_spin` proves the value $4K\sigma_k$ for a three-spin term by evaluating the four energies directly.
